# A Gaussian Ornstein–Uhlenbeck state approaches equilibrium in relative entropy at least as fast as exp(−2kt)

The Ornstein–Uhlenbeck process is represented here by its mean and variance, given as explicit functions of time, and not by a stochastic differential equation. The physical picture is an overdamped particle at position $X$ in a harmonic trap,
$$dX = -kX\,dt + \sqrt{2ks}\,dW,$$
where $k>0$ is the relaxation rate, $W$ is a standard Wiener process and $s>0$ is the variance of the stationary law $N(0,s)$. For a trap of stiffness $\kappa$ at temperature $T$ with friction coefficient $\gamma$, $k = \kappa/\gamma$ and $s = k_BT/\kappa$, where $k_B$ is Boltzmann's constant. The force is linear and the noise Gaussian, so a Gaussian initial law stays Gaussian and two numbers describe it at each time. That reduction is an input: the code constructs neither the process nor its transition law.

The result is that the relative entropy of this Gaussian state to the stationary one is, at every $t\ge 0$, at most $e^{-2kt}$ times its initial value. It bears on equilibration times in Brownian dynamics, for a single coordinate with a linear force and a Gaussian start.

```lean
import Mathlib

open MeasureTheory ProbabilityTheory
open scoped NNReal

namespace OrnsteinUhlenbeckEntropy

noncomputable section
```

## The state and its distance from equilibrium

Let $m_0$ and $v_0>0$ be the initial mean and variance. The mean relaxes at rate $k$:
$$m(t) = m_0e^{-kt}.$$

```lean
/-- Mean at time `t` of an Ornstein-Uhlenbeck process with relaxation rate `k`. -/
def meanAt (k m0 t : ℝ) : ℝ := m0 * Real.exp (-(k * t))
```

The deviation of the variance from its stationary value relaxes at twice that rate:
$$v(t) = s + (v_0-s)e^{-2kt}.$$

```lean
/-- Variance at time `t` of an Ornstein-Uhlenbeck process with stationary variance `s`. -/
def varAt (k s v0 t : ℝ) : ℝ := s + (v0 - s) * Real.exp (-(2 * k * t))
```

The distance from equilibrium is measured by
$$H(m,v) = \tfrac12\left(\frac vs - 1 - \ln\frac vs + \frac{m^2}{s}\right).$$
It is dimensionless, and for the trapped particle $k_BT\,H$ is the excess of the free energy over its equilibrium value.

```lean
/-- Relative entropy of the Gaussian with mean `m` and variance `v` with respect to the
centred Gaussian of variance `s`, in closed form. -/
def relEntropy (s m v : ℝ) : ℝ :=
  1 / 2 * (v / s - 1 - Real.log (v / s) + m ^ 2 / s)
```

The rate at which $H$ will turn out to be lost is
$$\sigma(m,v) = k\left(\frac{(v-s)^2}{sv}+\frac{m^2}{s}\right).$$

```lean
/-- Entropy production rate of a Gaussian state with mean `m` and variance `v`. -/
def entropyProduction (k s m v : ℝ) : ℝ :=
  k * ((v - s) ^ 2 / (s * v) + m ^ 2 / s)
```

All four definitions take real arguments without sign conditions; the theorems add positivity where they need it. The name `entropyProduction` is earned by the balance equation below, since the definition itself is only a formula.

## The closed formula as an average over the Gaussian

Let $p$ be the density of $N(m,v)$ and $q_s$ that of $N(0,s)$. Then
$$\ln p(x) = -\tfrac12\ln(2\pi v) - \frac{(x-m)^2}{2v},\qquad \ln q_s(x) = -\tfrac12\ln(2\pi s) - \frac{x^2}{2s}.$$
Writing $x = (x-m)+m$ and expanding $x^2$ gives
$$\ln\frac{p}{q_s} = \left(\frac1{2s}-\frac1{2v}\right)(x-m)^2 + \frac ms(x-m) + \tfrac12\ln\frac sv + \frac{m^2}{2s}.$$
Under $p$, the average of $x-m$ is $0$ and that of $(x-m)^2$ is $v$. Hence
$$\int p\,\ln\frac p{q_s}\,dx = \frac v{2s} - \frac12 - \tfrac12\ln\frac vs + \frac{m^2}{2s} = H(m,v).$$

```lean
/-- The closed formula is the average of the log-ratio of the two Gaussian densities,
taken over the Gaussian with mean `m` and variance `v`. -/
theorem integral_log_ratio_eq_relEntropy (m : ℝ) (v s : ℝ≥0) (hv : 0 < v) (hs : 0 < s) :
    ∫ x, Real.log (gaussianPDFReal m v x / gaussianPDFReal 0 s x) ∂(gaussianReal m v)
      = relEntropy s m v := by
  have hv' : (0 : ℝ) < v := by exact_mod_cast hv
  have hs' : (0 : ℝ) < s := by exact_mod_cast hs
  -- logarithm of a Gaussian density
  have logpdf : ∀ (μ : ℝ) (w : ℝ≥0), 0 < w → ∀ x, Real.log (gaussianPDFReal μ w x)
      = -(Real.log (2 * Real.pi) + Real.log w) / 2 - (x - μ) ^ 2 / (2 * w) := by
    intro μ w hw x
    have hw' : (0 : ℝ) < w := by exact_mod_cast hw
    have hp : (0 : ℝ) < 2 * Real.pi := by positivity
    have hsq := Real.sqrt_pos.2 (mul_pos hp hw')
    simp only [gaussianPDFReal]
    rw [Real.log_mul (inv_ne_zero hsq.ne') (Real.exp_ne_zero _), Real.log_inv,
      Real.log_sqrt (mul_pos hp hw').le, Real.log_mul hp.ne' hw'.ne', Real.log_exp]
    ring
  -- first and second central moments
  have hL : MemLp (fun x : ℝ => x) 2 (gaussianReal m v) := by
    exact_mod_cast memLp_id_gaussianReal (μ := m) (v := v) 2
  have hd : MemLp (fun x : ℝ => x - m) 2 (gaussianReal m v) := hL.sub (memLp_const m)
  have j1 := hd.integrable (by norm_num)
  have j2 := hd.integrable_sq
  have h1 : ∫ x, (x - m) ∂(gaussianReal m v) = 0 := by
    rw [integral_sub (hL.integrable (by norm_num)) (integrable_const m),
      integral_id_gaussianReal]
    simp
  have h2 : ∫ x, (x - m) ^ 2 ∂(gaussianReal m v) = v := by
    have h := variance_fun_id_gaussianReal (μ := m) (v := v)
    rw [variance_eq_integral measurable_id'.aemeasurable] at h
    simpa only [integral_id_gaussianReal] using h
  have poly : ∀ a b c : ℝ,
      ∫ x, (a * (x - m) ^ 2 + b * (x - m) + c) ∂(gaussianReal m v) = a * v + c := by
    intro a b c
    have i12 : Integrable (fun x : ℝ => a * (x - m) ^ 2 + b * (x - m))
      (gaussianReal m v) := (j2.const_mul a).add (j1.const_mul b)
    rw [integral_add i12 (integrable_const c),
      integral_add (j2.const_mul a) (j1.const_mul b), integral_const_mul,
      integral_const_mul, h1, h2]
    simp
  -- the log-ratio is quadratic in the displacement from the mean
  have hfun : ∀ x, Real.log (gaussianPDFReal m v x / gaussianPDFReal 0 s x)
      = (1 / (2 * s) - 1 / (2 * v)) * (x - m) ^ 2 + m / s * (x - m)
        + ((Real.log s - Real.log v) / 2 + m ^ 2 / (2 * s)) := by
    intro x
    rw [Real.log_div (gaussianPDFReal_pos m v x hv.ne').ne'
      (gaussianPDFReal_pos 0 s x hs.ne').ne', logpdf m v hv, logpdf 0 s hs]
    ring
  simp only [hfun]
  rw [poly, relEntropy, Real.log_div hv'.ne' hs'.ne']
  linear_combination (-1 / 2) * (mul_inv_cancel₀ hv'.ne')
```

Here `gaussianReal m v` is the Gaussian probability measure and `gaussianPDFReal` its density. The second parameter is the variance, not the standard deviation, and it has the type `ℝ≥0` of nonnegative reals. Within the proof, `logpdf` is the logarithm of a density, `h1` and `h2` are the two central moments, `poly` averages a general quadratic, and `hfun` is the expansion above. Splitting the integral into a sum requires each term to be integrable, which follows from the finite second moment recorded in `hL`.

## Moment equations and positivity of the variance

Differentiating the explicit moments gives
$$m' = -km,\qquad v' = -2k(v_0-s)e^{-2kt} = 2ks-2kv.$$
These are the equations that the stochastic dynamics implies for the mean and variance: the restoring force of the trap contracts both, and the noise feeds the variance at the constant rate $2ks$.

```lean
/-- The mean obeys `m' = -k m`, and the variance obeys `v' = 2 k s - 2 k v`. -/
theorem moment_equations (k s m0 v0 t : ℝ) :
    HasDerivAt (meanAt k m0) (-k * meanAt k m0 t) t ∧
    HasDerivAt (varAt k s v0) (2 * k * s - 2 * k * varAt k s v0 t) t := by
  have lin : ∀ c : ℝ, HasDerivAt (fun τ : ℝ => -(c * τ)) (-c) t := by
    intro c
    simpa only [mul_one] using ((hasDerivAt_id' t).const_mul c).fun_neg
  constructor
  · exact ((lin k).exp.const_mul m0).congr_deriv (by unfold meanAt; ring)
  · exact (((lin (2 * k)).exp.const_mul (v0 - s)).const_add s).congr_deriv
      (by unfold varAt; ring)
```

`HasDerivAt f f' t` says that `f` is differentiable at `t` with derivative `f'`. The statement holds for all real parameters and times.

The logarithm in $H$ needs $v(t)>0$. With $q = e^{-2kt}$,
$$v(t) = (1-q)s + q v_0.$$
For $t\ge0$ we have $0<q\le1$, so the first term is nonnegative and the second is positive.

```lean
/-- A positive initial variance stays positive at all later times. -/
theorem varAt_pos {k s v0 t : ℝ} (hk : 0 < k) (hs : 0 < s) (hv : 0 < v0) (ht : 0 ≤ t) :
    0 < varAt k s v0 t := by
  have hq : Real.exp (-(2 * k * t)) ≤ 1 :=
    Real.exp_le_one_iff.2 (neg_nonpos.2 (by positivity))
  unfold varAt
  nlinarith [mul_pos hv (Real.exp_pos (-(2 * k * t))), mul_nonneg hs.le (sub_nonneg.2 hq)]
```

The two products supplied to `nlinarith` are these two terms. The requirement $v_0>0$ excludes a particle released from an exactly known position. Its relative entropy is infinite, whereas the code's formula would return a finite number there, because Lean sets $\ln 0=0$.

## Entropy balance and the dissipation inequality

By the chain rule,
$$\frac{dH}{dt} = \tfrac12\left(\frac{v'}s-\frac{v'}v+\frac{2mm'}s\right) = \frac{v'(v-s)}{2sv}+\frac{mm'}s.$$
Inserting $v'=-2k(v-s)$ and $m'=-km$ gives
$$\frac{dH}{dt} = -k\frac{(v-s)^2}{sv}-k\frac{m^2}s = -\sigma.$$

```lean
/-- Entropy balance: the relative entropy falls at the entropy production rate. -/
theorem entropy_balance {k s v0 t : ℝ} (m0 : ℝ) (hk : 0 < k) (hs : 0 < s) (hv : 0 < v0)
    (ht : 0 ≤ t) :
    HasDerivAt (fun τ => relEntropy s (meanAt k m0 τ) (varAt k s v0 τ))
      (-entropyProduction k s (meanAt k m0 t) (varAt k s v0 t)) t := by
  have hV := varAt_pos hk hs hv ht
  obtain ⟨dm, dv⟩ := moment_equations k s m0 v0 t
  have dr := dv.div_const s
  have dl := dr.log (div_pos hV hs).ne'
  have h := (((dr.sub_const 1).fun_sub dl).fun_add
    ((dm.fun_pow 2).div_const s)).const_mul (1 / 2)
  refine HasDerivAt.congr_deriv h ?_
  unfold entropyProduction
  have hV' := hV.ne'
  field_simp
  ring
```

The proof assembles the derivative from the moment equations term by term; `field_simp` and `ring` then identify it with $-\sigma$.

Next, $\sigma$ is compared with $H$. Put $r=v/s$. Since $(v-s)^2/(sv) = r-2+1/r$, the contributions of the mean cancel:
$$\sigma-2kH = k\left[\left(r-2+\frac1r\right)-(r-1-\ln r)\right] = k\left(\ln r-1+\frac1r\right)\ge0.$$
The last step is the elementary bound $\ln r\ge1-1/r$ for $r>0$.

```lean
/-- The entropy production rate is at least `2 k` times the relative entropy. -/
theorem entropyProduction_ge {k s v : ℝ} (m : ℝ) (hk : 0 < k) (hs : 0 < s) (hv : 0 < v) :
    2 * k * relEntropy s m v ≤ entropyProduction k s m v := by
  have h := Real.one_sub_inv_le_log_of_pos (div_pos hv hs)
  have e : (v - s) ^ 2 / (s * v) = v / s - 2 + (v / s)⁻¹ := by
    field_simp
    ring
  unfold relEntropy entropyProduction
  rw [e]
  nlinarith [mul_nonneg hk.le (sub_nonneg.2 h)]
```

In the proof, `h` is the logarithmic bound and `e` rewrites the variance term. This is the logarithmic Sobolev inequality restricted to Gaussian states; for a general density, relative entropy and dissipation are functionals of the whole density, and two moments do not determine them.

Together the two results give $dH/dt\le-2kH$, and integrating this would yield exponential decay. The explicit moments allow a more direct argument, which also settles when equality occurs.

## An exact expression for the gap

Now let $r=v_0/s$ be the initial variance ratio, again with $q=e^{-2kt}$. Then
$$\frac{v(t)}s = (1-q)+qr,\qquad m(t)^2=q\,m_0^2.$$
Write $H(t)$ for $H(m(t),v(t))$. Substitution gives
$$H(t) = \tfrac12\left(q(r-1)-\ln\bigl((1-q)+qr\bigr)+q\frac{m_0^2}s\right),$$
while
$$qH(0) = \tfrac12\left(q(r-1)-q\ln r+q\frac{m_0^2}s\right).$$
Subtracting,
$$H(t) = qH(0)-\tfrac12\Bigl[\ln\bigl((1-q)+qr\bigr)-q\ln r\Bigr].$$
The mean contributes exactly $q$ times its initial share, so the gap does not depend on the mean.

```lean
/-- The relative entropy at time `t` is `exp (-2kt)` times its initial value, minus a correction
that does not depend on the mean. -/
theorem relEntropy_flow {k s : ℝ} (m0 v0 t : ℝ) (hs : 0 < s) :
    relEntropy s (meanAt k m0 t) (varAt k s v0 t)
      = Real.exp (-(2 * k * t)) * relEntropy s m0 v0
        - (Real.log ((1 - Real.exp (-(2 * k * t))) * 1 + Real.exp (-(2 * k * t)) * (v0 / s))
          - Real.exp (-(2 * k * t)) * Real.log (v0 / s)) / 2 := by
  have e : varAt k s v0 t / s
      = (1 - Real.exp (-(2 * k * t))) * 1 + Real.exp (-(2 * k * t)) * (v0 / s) := by
    rw [div_eq_iff hs.ne', varAt]
    linear_combination (-Real.exp (-(2 * k * t))) * (div_mul_cancel₀ v0 hs.ne')
  have hq : Real.exp (-(2 * k * t)) = Real.exp (-(k * t)) ^ 2 := by
    rw [sq, ← Real.exp_add]
    congr 1
    ring
  have hm : meanAt k m0 t ^ 2 = Real.exp (-(2 * k * t)) * m0 ^ 2 := by
    rw [hq, meanAt]
    ring
  unfold relEntropy
  rw [e, hm]
  ring
```

The auxiliary facts `e` and `hm` are the two substitutions, and `hq` records $e^{-2kt}=(e^{-kt})^2$. The Lean expression keeps a factor `* 1` in the argument of the logarithm, so that it reads as a weighted mean of $1$ and $r$, the form in which concavity applies.

## The decay bound

For $t\ge0$ the weights $1-q$ and $q$ are nonnegative and sum to one. Concavity of the logarithm gives
$$\ln\bigl((1-q)\cdot1+qr\bigr)\ge(1-q)\ln1+q\ln r=q\ln r.$$
The bracket is therefore nonnegative, and
$$H(t)\le e^{-2kt}H(0).$$

```lean
/-- Exponential entropy decay: for `t ≥ 0` the relative entropy to the stationary Gaussian
is at most `exp (-2kt)` times its initial value. -/
theorem relEntropy_decay {k s v0 t : ℝ} (m0 : ℝ) (hk : 0 < k) (hs : 0 < s) (hv : 0 < v0)
    (ht : 0 ≤ t) :
    relEntropy s (meanAt k m0 t) (varAt k s v0 t)
      ≤ Real.exp (-(2 * k * t)) * relEntropy s m0 v0 := by
  have hq : Real.exp (-(2 * k * t)) ≤ 1 :=
    Real.exp_le_one_iff.2 (neg_nonpos.2 (by positivity))
  -- concavity of the logarithm between `1` and `v0 / s`
  have h := strictConcaveOn_log_Ioi.concaveOn.2 (Set.mem_Ioi.2 (one_pos : (0 : ℝ) < 1))
    (Set.mem_Ioi.2 (div_pos hv hs)) (sub_nonneg.2 hq) (Real.exp_pos _).le
    (sub_add_cancel _ _)
  simp only [smul_eq_mul, Real.log_one, mul_zero, zero_add] at h
  rw [relEntropy_flow m0 v0 t hs]
  linarith
```

The hypotheses are $k,s,v_0>0$ and $t\ge0$, while $m_0$ is any real number. The proof takes concavity from `strictConcaveOn_log_Ioi`, simplifies $\ln1$ to zero, rewrites with `relEntropy_flow` and finishes by linear arithmetic.

For a numerical instance, take $k=s=m_0=1$ and $v_0=2$, at the time $t=\tfrac12\ln2\approx0.347$ when $q=\tfrac12$. Initially
$$H(0)=\tfrac12(2-1-\ln2+1)\approx0.6534,$$
so the bound is about $0.3267$. At time $t$ the variance is $1.5$ and the squared mean is $0.5$, hence
$$H(t)=\tfrac12(1.5-1-\ln1.5+0.5)\approx0.2973.$$
The gap of about $0.0294$ agrees with $\tfrac12(\ln1.5-\tfrac12\ln2)$.

## When the bound is attained

Let $t>0$, so that $0<q<1$. If $v_0\ne s$, then $r\ne1$, and strict concavity gives
$$\ln\bigl((1-q)+qr\bigr)>q\ln r,$$
so the bound is strict. If $v_0=s$, then $r=1$, both logarithms vanish and equality holds for every $m_0$.

```lean
/-- At any time `t > 0` the decay bound is an equality exactly when the initial variance is
the stationary one. -/
theorem relEntropy_decay_eq_iff {k s v0 t : ℝ} (m0 : ℝ) (hk : 0 < k) (hs : 0 < s)
    (hv : 0 < v0) (ht : 0 < t) :
    relEntropy s (meanAt k m0 t) (varAt k s v0 t)
      = Real.exp (-(2 * k * t)) * relEntropy s m0 v0 ↔ v0 = s := by
  rw [relEntropy_flow m0 v0 t hs]
  constructor
  · intro heq
    by_contra hne
    have hr : (1 : ℝ) ≠ v0 / s := fun h => hne ((div_eq_one_iff_eq hs.ne').1 h.symm)
    have hq : Real.exp (-(2 * k * t)) < 1 :=
      Real.exp_lt_one_iff.2 (neg_lt_zero.2 (by positivity))
    -- strict concavity excludes equality
    have h := strictConcaveOn_log_Ioi.2 (Set.mem_Ioi.2 (one_pos : (0 : ℝ) < 1))
      (Set.mem_Ioi.2 (div_pos hv hs)) hr (sub_pos.2 hq) (Real.exp_pos _)
      (sub_add_cancel _ _)
    simp only [smul_eq_mul, Real.log_one, mul_zero, zero_add] at h
    linarith
  · rintro rfl
    simp [div_self hs.ne']

end

end OrnsteinUhlenbeckEntropy
```

The forward direction assumes equality together with $v_0\ne s$ and derives a contradiction from the strict inequality; the reverse direction substitutes $v_0=s$ and simplifies. Physically, for a displaced packet that already has the thermal width the relative entropy decays exactly as $e^{-2kt}$, with $\sigma = 2kH$ at every time. With $m_0\neq0$ this case shows that no larger rate could serve in a bound of this form for all Gaussian starts.

```lean
#print axioms OrnsteinUhlenbeckEntropy.entropy_balance
#print axioms OrnsteinUhlenbeckEntropy.entropyProduction_ge
#print axioms OrnsteinUhlenbeckEntropy.relEntropy_decay
#print axioms OrnsteinUhlenbeckEntropy.relEntropy_decay_eq_iff
```

```
'OrnsteinUhlenbeckEntropy.entropy_balance' depends on axioms: [propext, Classical.choice, Quot.sound]
'OrnsteinUhlenbeckEntropy.entropyProduction_ge' depends on axioms: [propext, Classical.choice, Quot.sound]
'OrnsteinUhlenbeckEntropy.relEntropy_decay' depends on axioms: [propext, Classical.choice, Quot.sound]
'OrnsteinUhlenbeckEntropy.relEntropy_decay_eq_iff' depends on axioms: [propext, Classical.choice, Quot.sound]
```
